# Bounds and limits of the thermal Landau-Zener transmission coefficient

## Physical setting

A rate calculation for a reaction through the crossing of two electronic states, such as electron transfer or a spin change, can be organised as $k = K\,k_{\mathrm{TST}}$: the transition-state-theory (TST) rate $k_{\mathrm{TST}}$ for reaching the crossing, times an electronic transmission coefficient $K$. The practical step is to decide whether $K$ may be set to one or replaced by a weak-coupling expression proportional to the squared coupling. For one classical reaction coordinate, a crossing that lies between the reactant and product wells (diabatic slopes of opposite sign) and independent passages through it, each with the Landau-Zener probability at one speed that a trajectory keeps throughout and that is thermally distributed over trajectories, the result below shows that each replacement is the correct limit at its own end and overestimates $K$ at every positive coupling.

Let $V$ be the coupling between the two diabatic states, $\Delta F$ the difference of their slopes at the crossing, $m$ the mass of the coordinate, $u>0$ its speed there and $T$ the temperature. The Landau-Zener probability of staying on the same adiabatic surface in one passage, and so changing diabatic state, is $1-\exp\!\big(-2\pi V^2/(\hbar u|\Delta F|)\big)$. With the reduced speed $v$ and the coupling parameter $c$,
$$v=u\sqrt{\frac{m}{k_BT}},\qquad c=\frac{2\pi V^2}{\hbar|\Delta F|}\sqrt{\frac{m}{k_BT}},$$
it becomes $p(c,v)=1-e^{-c/v}$.

A trajectory coming from the reactant side reaches the product on the first passage with probability $p$. With probability $1-p$ it ends up on the upper adiabatic surface, turns round and meets the crossing again. To reach the product from there it must stay on the upper surface once (factor $p$) and drop on the following forward passage (factor $1-p$), after any number of full oscillations on the upper surface (factor $p^2$ each). The sum is
$$M(p)=p+\frac{(1-p)\,p\,(1-p)}{1-p^2}=p+\frac{p(1-p)}{1+p}=\frac{2p}{1+p}.$$
The thermal one-way flux through the crossing is distributed over speeds as $u\,e^{-mu^2/2k_BT}\,du$, which in reduced form is the weight $w(v)=v\,e^{-v^2/2}$. The transmission coefficient is
$$K(c)=\int_0^\infty w(v)\,M\big(p(c,v)\big)\,dv .$$

## Statement

1. $K$ is strictly increasing on $c>0$.
2. For every $c>0$: $0<K(c)<1$ and $K(c)<\sqrt{2\pi}\,c$.
3. $K(c)\to1$ as $c\to\infty$ (adiabatic limit, $k\to k_{\mathrm{TST}}$).
4. $K(c)/c\to\sqrt{2\pi}$ as $c\to0^+$ (golden-rule scaling, since $c\propto V^2$).

## Derivation

Pointwise bounds. Fix $c>0$ and $v>0$ and put $x=c/v>0$. From $0<e^{-x}<1$ follows $0<p<1$, and from $e^{-x}>1-x$ follows $p<x$. Since $1+p>0$, we have $M>0$, and $M<1$ is equivalent to $2p<1+p$, that is $p<1$. Finally $2p<2x<2x(1+p)$ gives $M<2x$. Together,
$$0<M\big(p(c,v)\big)<1,\qquad M\big(p(c,v)\big)<\frac{2c}{v}.$$

Two integrals. Since $w=\frac{d}{dv}\big(-e^{-v^2/2}\big)$, we get $\int_0^\infty w\,dv=0-(-1)=1$. The half-line Gaussian integral $\int_0^\infty e^{-bv^2}dv=\tfrac12\sqrt{\pi/b}$ at $b=\tfrac12$ gives $\int_0^\infty 2e^{-v^2/2}dv=\sqrt{2\pi}$. Because $0<wM<w$, the integral defining $K(c)$ converges.

Strict comparison. If $f$ and $g$ are integrable and $f(v)<g(v)$ for all $v>0$, then $g-f$ is positive on the whole half-line, so its integral is positive and $\int f<\int g$.

Bounds on $K$. The comparison applied to $0<wM$ gives $K>0$, and applied to $wM<w$ it gives $K<1$. For the third bound, $wM<v\,e^{-v^2/2}\cdot 2c/v=2c\,e^{-v^2/2}$, which integrates to $\sqrt{2\pi}\,c$.

Monotonicity. For $0<a<b$ we have $e^{-b/v}<e^{-a/v}$, so $p_a=p(a,v)$ lies below $p_b=p(b,v)$, and
$$M(p_b)-M(p_a)=\frac{2(p_b-p_a)}{(1+p_a)(1+p_b)}>0 .$$
Multiplying by $w>0$ and integrating gives $K(a)<K(b)$.

Large $c$. At fixed $v$, $e^{-c/v}\to0$, so $p\to1$, $M\to 2/2=1$ and $wM\to w$. The approach of $p$ and $M$ to one is not uniform in $v$, since trajectories with $v\gg c$ still have small $p$. The bound $wM\le w$, independent of $c$ and integrable, allows limit and integral to be exchanged (dominated convergence), so $K\to\int_0^\infty w\,dv=1$.

Small $c$. At fixed $v$, $p(0,v)=0$ and $\partial p/\partial c=e^{-c/v}/v$ equals $1/v$ at $c=0$. Hence $p\to0$ and $p/c\to1/v$, and
$$\frac{wM}{c}=w\,\frac{p}{c}\,\frac{2}{1+p}\;\to\; v\,e^{-v^2/2}\cdot\frac1v\cdot 2=2e^{-v^2/2}.$$
Slow trajectories with $v\lesssim c$ are far from this limit, but the bound $wM/c<2e^{-v^2/2}$ holds for all $c>0$ and $v>0$. Dominated convergence gives $K(c)/c\to\sqrt{2\pi}$.

A neighbouring case. With $p$ itself in place of $M(p)$, counting the first passage only, the bounds $p<1$ and $p<c/v$ play the same roles. The average $K_1(c)=\int_0^\infty w\,p\,dv$ would again increase strictly towards one, with $K_1(c)/c\to\int_0^\infty e^{-v^2/2}dv=\sqrt{\pi/2}$, half the slope of $K$.

## What the formal version assumes

The definitions `pStay c v`, `multi p`, `flux v` and `K c` are $p(c,v)$, $M(p)$, $w(v)$ and $K(c)$, with all arguments real numbers. In `flux`, the expression `-v ^ 2 / 2` means $-(v^2)/2$. The integral `∫ v in Ioi (0 : ℝ)` is the Lebesgue integral over the open half-line $v>0$, so $v=0$ plays no part.

The theorem `thermal_transmission` is the conjunction of the four items. `StrictMonoOn K (Ioi 0)` says that $K(a)<K(b)$ whenever $0<a<b$. The second conjunct carries the three bounds under `0 < c`. `Tendsto K atTop (𝓝 1)` is the limit $c\to\infty$, and the filter `𝓝[>] 0` makes the last limit one-sided, through positive $c$.

The physics enters through the definitions alone. The Landau-Zener formula is taken as the definition of `pStay` and is not obtained from the two-state Schrödinger equation. The factor $2p/(1+p)$ is likewise defined, so its premises are built in: a crossing between the two wells with diabatic slopes of opposite sign (for slopes of the same sign, as in the inverted regime of electron transfer, the path counting is different), incoherent passages, the same speed at each, and no return from either well. The weight `flux` fixes a classical Maxwell-Boltzmann flux in one dimension, without tunnelling or friction. The quantities $V$, $\Delta F$, $m$, $T$ and $k_{\mathrm{TST}}$ do not occur in the file, and any change of the barrier with $V$ lies in $k_{\mathrm{TST}}$, not in $K$. The names "adiabatic" and "golden rule" therefore label two limits of this one integral: what is proved at small $c$ is linearity in $c$ with coefficient $\sqrt{2\pi}$, not Fermi's golden rule as a result of perturbation theory. Neither limit comes with a rate of convergence.

The condition $c>0$ is automatic for $V\neq0$, and the bounds depend on it. At $c=0$ one has $p=0$ and $K=0$, so both $0<K$ and $K<\sqrt{2\pi}\,c$ fail. At $c=-1$, $v=1$ one has $p=1-e$ and $M=2(e-1)/(e-2)>1$, so the pointwise bound fails. For any $c<0$ the denominator $1+p=2-e^{|c|/v}$ has a simple zero at $v=|c|/\ln2$, the integrand is not integrable, and Lean's convention assigns such an integral the value zero, which rules out a two-sided limit of $K(c)/c$ equal to $\sqrt{2\pi}$. These examples, like the single-passage average $K_1$, are argued on paper and have no theorem in the file.

## The file

```lean
import Mathlib

open Real MeasureTheory Set Filter Topology

namespace LandauZenerThermalRate

noncomputable section

/-- Landau-Zener probability `1 - exp(-c/v)` for coupling parameter `c` and velocity `v`. -/
def pStay (c v : ℝ) : ℝ := 1 - Real.exp (-c / v)

/-- Multiple-passage factor `2p/(1+p)`. -/
def multi (p : ℝ) : ℝ := 2 * p / (1 + p)

/-- Thermal flux weight `v exp(-v²/2)` in reduced velocity. -/
def flux (v : ℝ) : ℝ := v * Real.exp (-v ^ 2 / 2)

/-- Transmission coefficient: the multiple-passage factor integrated with the flux weight
over positive velocities. -/
def K (c : ℝ) : ℝ := ∫ v in Ioi (0 : ℝ), flux v * multi (pStay c v)

/-- For positive coupling and velocity, `p` lies in `(0,1)` below `c/v`, and the
multiple-passage factor lies in `(0,1)` below `2c/v`. -/
theorem factor_bounds {c v : ℝ} (hc : 0 < c) (hv : 0 < v) :
    0 < pStay c v ∧ pStay c v < 1 ∧ pStay c v < c / v ∧
      0 < multi (pStay c v) ∧ multi (pStay c v) < 1 ∧ multi (pStay c v) < 2 * c / v := by
  have hx : 0 < c / v := div_pos hc hv
  have e : -c / v = -(c / v) := by ring
  have hneg : -c / v < 0 := by linarith
  have h0 := Real.exp_lt_exp.2 hneg
  rw [Real.exp_zero] at h0
  have h1 := Real.exp_pos (-c / v)
  have h2 := Real.add_one_lt_exp hneg.ne
  have p0 : 0 < pStay c v := by unfold pStay; linarith
  have p1 : pStay c v < 1 := by unfold pStay; linarith
  have p2 : pStay c v < c / v := by unfold pStay; linarith
  have hd : 0 < 1 + pStay c v := by linarith
  refine ⟨p0, p1, p2, div_pos (by linarith) hd, (div_lt_one hd).2 (by linarith), ?_⟩
  rw [mul_div_assoc]
  unfold multi
  rw [div_lt_iff₀ hd]
  nlinarith [mul_pos hx p0]

/-- The flux weight is integrable over positive velocities, with integral one. -/
theorem flux_normalised :
    IntegrableOn flux (Ioi 0) ∧ ∫ v in Ioi (0 : ℝ), flux v = 1 := by
  -- antiderivative `-exp(-v²/2)`
  have hd : ∀ v ∈ Ici (0 : ℝ),
      HasDerivAt (fun v : ℝ => -Real.exp (-v ^ 2 / 2)) (flux v) v := by
    intro v _
    have h1 : HasDerivAt (fun v : ℝ => v ^ 2) (2 * v) v := by simpa using hasDerivAt_pow 2 v
    have h2 : HasDerivAt (fun v : ℝ => -v ^ 2 / 2) (-v) v :=
      (h1.fun_neg.div_const 2).congr_deriv (by ring)
    exact h2.exp.fun_neg.congr_deriv (by unfold flux; ring)
  have hpos : ∀ v ∈ Ioi (0 : ℝ), 0 ≤ flux v := fun v hv => (mul_pos hv (Real.exp_pos _)).le
  have hb : Tendsto (fun v : ℝ => -v ^ 2 / 2) atTop atBot :=
    (tendsto_neg_atTop_atBot.comp (tendsto_pow_atTop two_ne_zero)).atBot_div_const
      (by norm_num)
  have ht : Tendsto (fun v : ℝ => -Real.exp (-v ^ 2 / 2)) atTop (𝓝 0) := by
    have := (Real.tendsto_exp_atBot.comp hb).neg
    rw [neg_zero] at this
    exact this
  exact ⟨integrableOn_Ioi_deriv_of_nonneg' hd hpos ht,
    (integral_Ioi_of_hasDerivAt_of_nonneg' hd hpos ht).trans (by simp)⟩

/-- The function `2 exp(-v²/2)` is integrable over positive velocities, with integral
`√(2π)`. -/
theorem gauss_integral :
    IntegrableOn (fun v : ℝ => 2 * Real.exp (-v ^ 2 / 2)) (Ioi 0) ∧
      ∫ v in Ioi (0 : ℝ), 2 * Real.exp (-v ^ 2 / 2) = Real.sqrt (2 * π) := by
  have e : (fun v : ℝ => 2 * Real.exp (-v ^ 2 / 2))
      = fun v : ℝ => 2 * Real.exp (-(1 / 2 : ℝ) * v ^ 2) := by
    funext v
    rw [show -v ^ 2 / 2 = -(1 / 2 : ℝ) * v ^ 2 by ring]
  rw [e]
  refine ⟨((integrable_exp_neg_mul_sq (by norm_num)).const_mul 2).integrableOn, ?_⟩
  rw [integral_const_mul, integral_gaussian_Ioi, show π / (1 / 2 : ℝ) = 2 * π by ring]
  ring

/-- For positive coupling the integrand of `K` is integrable over positive velocities. -/
theorem integrand_integrable {c : ℝ} (hc : 0 < c) :
    IntegrableOn (fun v => flux v * multi (pStay c v)) (Ioi 0) := by
  refine Integrable.mono' flux_normalised.1 (Measurable.aestronglyMeasurable
    (by unfold flux multi pStay; fun_prop)) ?_
  filter_upwards [ae_restrict_mem measurableSet_Ioi] with v hv
  have hf : 0 < flux v := mul_pos hv (Real.exp_pos _)
  obtain ⟨-, -, -, h4, h5, -⟩ := factor_bounds hc hv
  rw [Real.norm_of_nonneg (mul_pos hf h4).le]
  exact mul_le_of_le_one_right hf.le h5.le

/-- A strict inequality between integrable functions at every positive velocity passes to
their integrals. -/
theorem integral_lt {f g : ℝ → ℝ} (hf : IntegrableOn f (Ioi 0)) (hg : IntegrableOn g (Ioi 0))
    (h : ∀ v ∈ Ioi (0 : ℝ), f v < g v) :
    ∫ v in Ioi (0 : ℝ), f v < ∫ v in Ioi (0 : ℝ), g v := by
  have hpos : 0 < ∫ v in Ioi (0 : ℝ), (g v - f v) := by
    refine (setIntegral_pos_iff_support_of_nonneg_ae (f := fun v => g v - f v) ?_
      (Integrable.sub hg hf)).2 ?_
    · filter_upwards [ae_restrict_mem measurableSet_Ioi] with v hv
      exact (sub_pos.2 (h v hv)).le
    · have e : Function.support (fun v => g v - f v) ∩ Ioi 0 = Ioi 0 :=
        inter_eq_right.2 fun v hv => (sub_pos.2 (h v hv)).ne'
      rw [e]
      simp
  rw [integral_sub hg hf] at hpos
  linarith

/-- The transmission coefficient is strictly increasing on positive values of the coupling parameter. -/
theorem K_strictMonoOn : StrictMonoOn K (Ioi 0) := by
  intro a ha b hb hab
  unfold K
  refine integral_lt (integrand_integrable ha) (integrand_integrable hb) fun v hv => ?_
  have hf : 0 < flux v := mul_pos hv (Real.exp_pos _)
  refine mul_lt_mul_of_pos_left ?_ hf
  have he : Real.exp (-b / v) < Real.exp (-a / v) :=
    Real.exp_lt_exp.2 (div_lt_div_of_pos_right (by linarith) hv)
  have hp : pStay a v < pStay b v := by unfold pStay; linarith
  have h0 := (factor_bounds ha hv).1
  unfold multi
  rw [div_lt_div_iff₀ (by linarith) (by linarith)]
  nlinarith

/-- For positive coupling `K` is positive, below one, and below `√(2π) c`. -/
theorem K_bounds {c : ℝ} (hc : 0 < c) : 0 < K c ∧ K c < 1 ∧ K c < Real.sqrt (2 * π) * c := by
  have hf : ∀ v ∈ Ioi (0 : ℝ), 0 < flux v := fun v hv => mul_pos hv (Real.exp_pos _)
  refine ⟨?_, ?_, ?_⟩
  · have h := integral_lt (f := fun _ => 0) integrableOn_zero (integrand_integrable hc)
      fun v hv => mul_pos (hf v hv) (factor_bounds hc hv).2.2.2.1
    rw [integral_zero] at h
    exact h
  · have h := integral_lt (integrand_integrable hc) flux_normalised.1
      fun v hv => mul_lt_of_lt_one_right (hf v hv) (factor_bounds hc hv).2.2.2.2.1
    rw [flux_normalised.2] at h
    exact h
  · have h := integral_lt (g := fun v => 2 * Real.exp (-v ^ 2 / 2) * c)
      (integrand_integrable hc) (Integrable.mul_const gauss_integral.1 c) fun v hv => by
        have h6 := (lt_div_iff₀ hv).1 (factor_bounds hc hv).2.2.2.2.2
        show v * Real.exp (-v ^ 2 / 2) * multi (pStay c v) < 2 * Real.exp (-v ^ 2 / 2) * c
        nlinarith [mul_lt_mul_of_pos_left h6 (Real.exp_pos (-v ^ 2 / 2))]
    rw [integral_mul_const, gauss_integral.2] at h
    exact h

/-- Strong-coupling limit: `K(c) → 1` as `c → ∞`. -/
theorem K_adiabatic : Tendsto K atTop (𝓝 1) := by
  have h : Tendsto (fun c => ∫ v in Ioi (0 : ℝ), flux v * multi (pStay c v)) atTop
      (𝓝 (∫ v in Ioi (0 : ℝ), flux v)) := by
    refine tendsto_integral_filter_of_dominated_convergence flux ?_ ?_ flux_normalised.1 ?_
    · filter_upwards [eventually_gt_atTop 0] with c hc
      exact Integrable.aestronglyMeasurable (integrand_integrable hc)
    · filter_upwards [eventually_gt_atTop 0] with c hc
      filter_upwards [ae_restrict_mem measurableSet_Ioi] with v hv
      have hf : 0 < flux v := mul_pos hv (Real.exp_pos _)
      obtain ⟨-, -, -, h4, h5, -⟩ := factor_bounds hc hv
      rw [Real.norm_of_nonneg (mul_pos hf h4).le]
      exact mul_le_of_le_one_right hf.le h5.le
    · filter_upwards [ae_restrict_mem measurableSet_Ioi] with v hv
      -- at fixed velocity `p → 1`
      have h1 : Tendsto (fun c : ℝ => -c / v) atTop atBot :=
        tendsto_neg_atTop_atBot.atBot_div_const hv
      have h2 : Tendsto (fun c => pStay c v) atTop (𝓝 (1 - 0)) :=
        (Real.tendsto_exp_atBot.comp h1).const_sub 1
      rw [sub_zero] at h2
      have h3 : Tendsto (fun c => flux v * multi (pStay c v)) atTop
          (𝓝 (flux v * (2 * 1 / (1 + 1)))) :=
        ((h2.const_mul 2).div (h2.const_add 1) (by norm_num)).const_mul _
      have e : flux v * (2 * 1 / (1 + 1)) = flux v := by norm_num
      rwa [e] at h3
  rw [flux_normalised.2] at h
  exact h

/-- Weak-coupling limit: `K(c)/c → √(2π)` as `c → 0⁺`. -/
theorem K_golden_rule : Tendsto (fun c => K c / c) (𝓝[>] 0) (𝓝 (Real.sqrt (2 * π))) := by
  have h : Tendsto (fun c => ∫ v in Ioi (0 : ℝ), flux v * multi (pStay c v) / c) (𝓝[>] 0)
      (𝓝 (∫ v in Ioi (0 : ℝ), 2 * Real.exp (-v ^ 2 / 2))) := by
    refine tendsto_integral_filter_of_dominated_convergence
      (fun v => 2 * Real.exp (-v ^ 2 / 2)) ?_ ?_ gauss_integral.1 ?_
    · filter_upwards [self_mem_nhdsWithin] with c hc
      exact Integrable.aestronglyMeasurable (Integrable.div_const (integrand_integrable hc) c)
    · filter_upwards [self_mem_nhdsWithin] with c hc
      filter_upwards [ae_restrict_mem measurableSet_Ioi] with v hv
      have hf : 0 < flux v := mul_pos hv (Real.exp_pos _)
      obtain ⟨-, -, -, h4, -, h6⟩ := factor_bounds hc hv
      have h7 := (lt_div_iff₀ hv).1 h6
      rw [Real.norm_of_nonneg (div_pos (mul_pos hf h4) hc).le, div_le_iff₀ hc]
      unfold flux
      nlinarith [mul_lt_mul_of_pos_left h7 (Real.exp_pos (-v ^ 2 / 2))]
    · filter_upwards [ae_restrict_mem measurableSet_Ioi] with v hv
      -- at fixed velocity `p/c → 1/v` and `p → 0`
      have hd : HasDerivAt (fun c => pStay c v) (1 / v) 0 :=
        (((hasDerivAt_neg' (0 : ℝ)).div_const v).exp.const_sub 1).congr_deriv
          (by simp [neg_div])
      have p0 : pStay 0 v = 0 := by simp [pStay]
      have hs : Tendsto (fun c => pStay c v / c) (𝓝[>] 0) (𝓝 (1 / v)) :=
        hd.tendsto_slope_zero_right.congr fun c => by
          simp only [zero_add, p0, sub_zero, smul_eq_mul]
          ring
      have hp : Tendsto (fun c => pStay c v) (𝓝[>] 0) (𝓝 0) := by
        have := hd.continuousAt.tendsto.mono_left (nhdsWithin_le_nhds (s := Ioi 0))
        simpa only [p0] using this
      have h3 : Tendsto (fun c => flux v * (pStay c v / c * 2 / (1 + pStay c v))) (𝓝[>] 0)
          (𝓝 (flux v * (1 / v * 2 / (1 + 0)))) :=
        ((hs.mul_const 2).div (hp.const_add 1) (by norm_num)).const_mul _
      have hv0 : v ≠ 0 := ne_of_gt hv
      have hvv : v * (1 / v) = 1 := by field_simp
      have e : flux v * (1 / v * 2 / (1 + 0)) = 2 * Real.exp (-v ^ 2 / 2) := by
        unfold flux
        linear_combination (2 * Real.exp (-v ^ 2 / 2)) * hvv
      rw [e] at h3
      exact h3.congr fun c => by unfold multi; ring
  rw [gauss_integral.2] at h
  exact h.congr fun c => integral_div _ _

/-- `K` is strictly increasing for positive coupling, stays between zero and one and below
`√(2π) c`, tends to one as `c → ∞`, and `K(c)/c → √(2π)` as `c → 0⁺`. -/
theorem thermal_transmission :
    StrictMonoOn K (Ioi 0) ∧
      (∀ c, 0 < c → 0 < K c ∧ K c < 1 ∧ K c < Real.sqrt (2 * π) * c) ∧
      Tendsto K atTop (𝓝 1) ∧
      Tendsto (fun c => K c / c) (𝓝[>] 0) (𝓝 (Real.sqrt (2 * π))) :=
  ⟨K_strictMonoOn, fun _ hc => K_bounds hc, K_adiabatic, K_golden_rule⟩

end

end LandauZenerThermalRate
```

```lean
#print axioms LandauZenerThermalRate.thermal_transmission
```

```
'LandauZenerThermalRate.thermal_transmission' depends on axioms: [propext, Classical.choice, Quot.sound]
```

## Notes on the proof

`factor_bounds` collects the six pointwise inequalities. `h0` and `h1` are $e^{-x}<1$ and $e^{-x}>0$, and `Real.add_one_lt_exp` at the nonzero argument $-c/v$ supplies $1-x<e^{-x}$ as `h2`. For the last bound the denominator is cleared and `nlinarith` closes $2p<2x(1+p)$ from $p<x$ and the hint $xp>0$.

`flux_normalised` follows the antiderivative: `hd` is the derivative, `hpos` its sign and `ht` the vanishing at infinity. For a non-negative derivative these three facts give integrability and the value together. `gauss_integral` rewrites the exponent as $-\tfrac12 v^2$ and uses `integral_gaussian_Ioi`. `integrand_integrable` applies `Integrable.mono'` with `flux` as majorant, the convergence step of the derivation.

`integral_lt` is the strict comparison. `setIntegral_pos_iff_support_of_nonneg_ae` reduces positivity of $\int(g-f)$ to the set where $g-f\neq0$ having positive measure within the half-line, and `e` identifies that set with the whole half-line. `K_strictMonoOn` uses it once, with `hp` for $p_a<p_b$ and cross-multiplication for $M(p_a)<M(p_b)$. `K_bounds` uses it three times, against $0$, $w$ and $2c\,e^{-v^2/2}$; in the third case `h6` is the bound in the form $Mv<2c$, which is then multiplied by $e^{-v^2/2}$.

Both limits go through `tendsto_integral_filter_of_dominated_convergence`, which asks for measurability, a bound, integrability of the bound and the pointwise limit. The first two are needed only eventually along the filter, and this is how $c>0$ becomes available: by `eventually_gt_atTop 0` in `K_adiabatic` and by `self_mem_nhdsWithin` in `K_golden_rule`. In the adiabatic case `h2` is $p\to1$ and `h3` carries it through $wM$. In the weak-coupling case `hd` is the derivative $1/v$ at $c=0$, `hs` reads it as the limit of the difference quotient $p/c$ from the right, and `hp` obtains $p\to0$ from continuity. `h3` combines them in the factorised form $w\cdot(p/c)\cdot2/(1+p)$, `e` evaluates the limit with $v\cdot(1/v)=1$, and `integral_div` moves the division by $c$ outside the integral to give $K(c)/c$.
